# Every cutoff that gives a clipped exchange hole charge −1 gives the same exchange energy

## Is the energy fixed when the cutoff radius is not?

Let $u\ge 0$ be the distance from a reference electron, in Hartree atomic units, and let $g(u)$ be a continuous, spherically averaged model of its exchange hole. I remove the positive parts, $y(u)=\min(g(u),0)$, and write

$$N_y(R)=\int_0^R 4\pi u^2\,y(u)\,du,\qquad E_y(R)=\int_0^R 2\pi u\,y(u)\,du$$

for the charge inside a radius $R$, counted in electrons so that a missing electron contributes $-1$, and for the exchange energy per electron of the hole cut off there. The exact exchange hole has charge $-1$, so I choose $R$ to make $N_y(R)=-1$. If $N_y(R)\to-\infty$ as $R$ grows, such an $R>0$ should exist. It may not be unique, but I expect all choices to give the same energy. Can this be made rigorous and machine-checked in Lean 4 with Mathlib?

## Yes: the charge fixes the energy

**Existence.** The function $N_y$ is continuous and $N_y(0)=0$. Since it tends to $-\infty$, there is an $M\ge 0$ with $N_y(M)\le-1$. The intermediate value theorem gives $R\in[0,M]$ with $N_y(R)=-1$, and $R\neq0$ because $N_y(0)=0$.

**A longer range cannot raise the energy.** For $0\le R\le S$,

$$E_y(S)-E_y(R)=\int_R^S 2\pi u\,y(u)\,du\le 0 .$$

**At equal charge, a longer range cannot lower it.** Let $0<R\le L$, and let $h$ be a second hole, continuous on $[0,L]$, with $y\le h$ on $[0,R]$, $h\le0$ on $[R,L]$ and $N_h(L)=N_y(R)$. Consider the weight

$$w(u)=2\pi u\left(1-\frac uR\right)=2\pi u-\frac{1}{2R}\,4\pi u^2 .$$

It is nonnegative on $[0,R]$ and nonpositive beyond. Hence $\int_0^R w\,y\le\int_0^R w\,h$, and $\int_R^L w\,h\ge0$ as the integral of a product of two nonpositive factors. Adding these gives $\int_0^R w\,y\le\int_0^L w\,h$, which is

$$E_y(R)-\frac{N_y(R)}{2R}\le E_h(L)-\frac{N_h(L)}{2R}.$$

The charges are equal, so $E_y(R)\le E_h(L)$.

**Equality.** Let $R\le S$ both give charge $-1$. The comparison with $h=y$ and $L=S$ gives $E_y(R)\le E_y(S)$, and the previous inequality gives $E_y(S)\le E_y(R)$.

**Where the cutoff can be ambiguous.** If $R<S$ both give charge $-1$, then $\int_R^S 4\pi u^2y\,du=0$. The integrand is continuous and nonpositive, so $y=0$ on all of $[R,S]$. This also gives equal energies directly; the weighted comparison is longer but yields a minimum principle as well.

**The sharp cutoff minimises the energy.** Let $N_y(R)=-1$, and let $h$ be continuous on $[0,L]$ with $L>0$, $y\le h\le0$ and $N_h(L)=-1$. If $R\le L$, the comparison gives $E_y(R)\le E_h(L)$. If $L\le R$, then $E_y(R)\le E_y(L)\le E_h(L)$, first by extending the range and then by comparing the integrands on $[0,L]$.

Here is the complete file.

```lean
import Mathlib

open Real Set Filter MeasureTheory

namespace ExchangeHoleCutoff

noncomputable section

/-- The exchange hole `g` with its positive parts removed. -/
def clippedHole (g : ℝ → ℝ) (u : ℝ) : ℝ := min (g u) 0

/-- The charge of the spherical hole `y` inside the radius `R`. -/
def holeCharge (y : ℝ → ℝ) (R : ℝ) : ℝ := ∫ u in (0 : ℝ)..R, 4 * π * u ^ 2 * y u

/-- The exchange energy per electron of the spherical hole `y` cut off at the radius `R`. -/
def exchangeEnergy (y : ℝ → ℝ) (R : ℝ) : ℝ := ∫ u in (0 : ℝ)..R, 2 * π * u * y u

/-- Clipping a continuous hole leaves it continuous. -/
theorem clippedHole_continuousOn {g : ℝ → ℝ} (hg : ContinuousOn g (Ici 0)) :
    ContinuousOn (clippedHole g) (Ici 0) :=
  (continuous_id.min continuous_const).comp_continuousOn hg

/-- A continuous hole times a continuous radial weight is integrable over a finite shell. -/
theorem radial_integrable {h w : ℝ → ℝ} {a b : ℝ} (hab : a ≤ b)
    (hh : ContinuousOn h (Icc a b)) (hw : Continuous w) :
    IntervalIntegrable (fun u => w u * h u) volume a b :=
  ContinuousOn.intervalIntegrable_of_Icc hab (hw.continuousOn.mul hh)

/-- The weight `2πu(1 - u/R)` combines the energy and the charge of a shell of the hole. -/
theorem weighted_balance {h : ℝ → ℝ} {a b : ℝ} (R : ℝ) (hab : a ≤ b)
    (hh : ContinuousOn h (Icc a b)) :
    ∫ u in a..b, 2 * π * u * (1 - u / R) * h u =
      (∫ u in a..b, 2 * π * u * h u) - 1 / (2 * R) * ∫ u in a..b, 4 * π * u ^ 2 * h u := by
  have i1 : IntervalIntegrable (fun u => 2 * π * u * h u) volume a b :=
    radial_integrable (w := fun u => 2 * π * u) hab hh (by fun_prop)
  have i2 : IntervalIntegrable (fun u => 4 * π * u ^ 2 * h u) volume a b :=
    radial_integrable (w := fun u => 4 * π * u ^ 2) hab hh (by fun_prop)
  have e := intervalIntegral.integral_sub i1 (i2.const_mul (1 / (2 * R)))
  rw [intervalIntegral.integral_const_mul] at e
  rw [← e]
  congr 1
  ext u
  ring

/-- Extending the cutoff of a nonpositive hole never raises its exchange energy. -/
theorem exchangeEnergy_antitone {y : ℝ → ℝ} (hy : ContinuousOn y (Ici 0))
    (hneg : ∀ u, y u ≤ 0) {R S : ℝ} (hR : 0 ≤ R) (hRS : R ≤ S) :
    exchangeEnergy y S ≤ exchangeEnergy y R := by
  have i1 : IntervalIntegrable (fun u => 2 * π * u * y u) volume 0 R :=
    radial_integrable (w := fun u => 2 * π * u) hR (hy.mono fun u hu => hu.1) (by fun_prop)
  have i2 : IntervalIntegrable (fun u => 2 * π * u * y u) volume R S :=
    radial_integrable (w := fun u => 2 * π * u) hRS
      (hy.mono fun u hu => hR.trans hu.1) (by fun_prop)
  have hs := intervalIntegral.integral_add_adjacent_intervals i1 i2
  have hp : 0 ≤ ∫ u in R..S, -(2 * π * u * y u) := by
    refine intervalIntegral.integral_nonneg hRS fun u hu => ?_
    have hu0 : 0 ≤ u := hR.trans hu.1
    exact neg_nonneg.2 (mul_nonpos_of_nonneg_of_nonpos (by positivity) (hneg u))
  rw [intervalIntegral.integral_neg] at hp
  unfold exchangeEnergy
  linarith

/-- Of two holes with equal charge, the deeper one cut off at `R` has an exchange energy no
higher than the shallower one that extends, nonpositive, to a larger radius `L`. -/
theorem compact_hole_energy_le {y h : ℝ → ℝ} {R L : ℝ} (hR : 0 < R) (hRL : R ≤ L)
    (hy : ContinuousOn y (Icc 0 R)) (hh : ContinuousOn h (Icc 0 L))
    (hyh : ∀ u ∈ Icc 0 R, y u ≤ h u) (hneg : ∀ u ∈ Icc R L, h u ≤ 0)
    (hN : holeCharge h L = holeCharge y R) :
    exchangeEnergy y R ≤ exchangeEnergy h L := by
  have hin : ContinuousOn h (Icc 0 R) := hh.mono (Icc_subset_Icc_right hRL)
  have hout : ContinuousOn h (Icc R L) := hh.mono (Icc_subset_Icc_left hR.le)
  -- inside R the weight is nonnegative and y lies below h
  have h1 : ∫ u in (0 : ℝ)..R, 2 * π * u * (1 - u / R) * y u ≤
      ∫ u in (0 : ℝ)..R, 2 * π * u * (1 - u / R) * h u := by
    refine intervalIntegral.integral_mono_on hR.le
      (radial_integrable (w := fun u => 2 * π * u * (1 - u / R)) hR.le hy (by fun_prop))
      (radial_integrable (w := fun u => 2 * π * u * (1 - u / R)) hR.le hin (by fun_prop))
      fun u hu => ?_
    have hd : u / R ≤ 1 := (div_le_one hR).2 hu.2
    exact mul_le_mul_of_nonneg_left (hyh u hu)
      (mul_nonneg (mul_nonneg (by positivity) hu.1) (by linarith))
  -- outside R both the weight and the hole are nonpositive
  have h2 : 0 ≤ ∫ u in R..L, 2 * π * u * (1 - u / R) * h u := by
    refine intervalIntegral.integral_nonneg hRL fun u hu => ?_
    have hd : 1 ≤ u / R := (one_le_div hR).2 hu.1
    have hu0 : 0 ≤ u := hR.le.trans hu.1
    have hw : 2 * π * u * (1 - u / R) ≤ 0 :=
      mul_nonpos_of_nonneg_of_nonpos (by positivity) (by linarith)
    simpa only [neg_mul_neg] using
      mul_nonneg (neg_nonneg.2 hw) (neg_nonneg.2 (hneg u hu))
  rw [weighted_balance R hR.le hy, weighted_balance R hR.le hin] at h1
  rw [weighted_balance R hRL hout] at h2
  have s1 := intervalIntegral.integral_add_adjacent_intervals
    (radial_integrable (w := fun u => 2 * π * u) hR.le hin (by fun_prop))
    (radial_integrable (w := fun u => 2 * π * u) hRL hout (by fun_prop))
  have s2 := intervalIntegral.integral_add_adjacent_intervals
    (radial_integrable (w := fun u => 4 * π * u ^ 2) hR.le hin (by fun_prop))
    (radial_integrable (w := fun u => 4 * π * u ^ 2) hRL hout (by fun_prop))
  unfold holeCharge at hN
  unfold exchangeEnergy
  rw [← s2] at hN
  rw [← hN, mul_add] at h1
  rw [← s1]
  linarith

/-- If the charge of the clipped hole tends to minus infinity, some positive cutoff radius
gives charge exactly `-1`, and all such radii give the same exchange energy. -/
theorem cutoff_exists_and_energy_unique {g : ℝ → ℝ} (hg : ContinuousOn g (Ici 0))
    (hlim : Tendsto (holeCharge (clippedHole g)) atTop atBot) :
    (∃ R, 0 < R ∧ holeCharge (clippedHole g) R = -1) ∧
    ∀ R S, 0 < R → 0 < S → holeCharge (clippedHole g) R = -1 →
      holeCharge (clippedHole g) S = -1 →
      exchangeEnergy (clippedHole g) R = exchangeEnergy (clippedHole g) S := by
  have hy := clippedHole_continuousOn hg
  have hneg : ∀ u, clippedHole g u ≤ 0 := fun u => min_le_right _ _
  constructor
  · -- the charge starts at zero and passes continuously through -1
    obtain ⟨M, hM, hM0⟩ :=
      ((hlim.eventually_le_atBot (-1)).and (eventually_ge_atTop (0 : ℝ))).exists
    have hc : ContinuousOn (holeCharge (clippedHole g)) (Icc 0 M) := by
      have h1 : IntegrableOn (fun u => 4 * π * u ^ 2 * clippedHole g u) (uIcc 0 M) := by
        rw [uIcc_of_le hM0]
        have hw : Continuous fun u : ℝ => 4 * π * u ^ 2 := by fun_prop
        exact (hw.continuousOn.mul (hy.mono fun u hu => hu.1)).integrableOn_Icc
      have h2 := intervalIntegral.continuousOn_primitive_interval h1
      rw [uIcc_of_le hM0] at h2
      exact h2
    have h0 : holeCharge (clippedHole g) 0 = 0 := by simp [holeCharge]
    obtain ⟨R, hR, hRe⟩ := intermediate_value_Icc' hM0 hc
      (show (-1 : ℝ) ∈ Icc _ _ from ⟨hM, by rw [h0]; norm_num⟩)
    refine ⟨R, lt_of_le_of_ne hR.1 ?_, hRe⟩
    intro h
    rw [← h, h0] at hRe
    norm_num at hRe
  · -- for ordered cutoffs, the two energy inequalities are opposite
    have key : ∀ R S, 0 < R → R ≤ S → holeCharge (clippedHole g) R = -1 →
        holeCharge (clippedHole g) S = -1 →
        exchangeEnergy (clippedHole g) R = exchangeEnergy (clippedHole g) S := by
      intro R S hR hRS h1 h2
      exact le_antisymm
        (compact_hole_energy_le hR hRS (hy.mono fun u hu => hu.1) (hy.mono fun u hu => hu.1)
          (fun u _ => le_rfl) (fun u _ => hneg u) (h2.trans h1.symm))
        (exchangeEnergy_antitone hy hneg hR.le hRS)
    intro R S hR hS h1 h2
    rcases le_total R S with h | h
    · exact key R S hR h h1 h2
    · exact (key S R hS h h2 h1).symm

/-- Among continuous holes of finite range that lie between the clipped hole and zero and
have charge `-1`, none has a lower exchange energy than the sharply cut clipped hole. -/
theorem sharp_cutoff_minimizes_energy {g h : ℝ → ℝ} {R L : ℝ}
    (hg : ContinuousOn g (Ici 0)) (hR : 0 < R) (hL : 0 < L)
    (hRc : holeCharge (clippedHole g) R = -1) (hh : ContinuousOn h (Icc 0 L))
    (hbd : ∀ u ∈ Icc 0 L, clippedHole g u ≤ h u ∧ h u ≤ 0) (hLc : holeCharge h L = -1) :
    exchangeEnergy (clippedHole g) R ≤ exchangeEnergy h L := by
  have hy := clippedHole_continuousOn hg
  rcases le_total R L with hRL | hLR
  · exact compact_hole_energy_le hR hRL (hy.mono fun u hu => hu.1) hh
      (fun u hu => (hbd u ⟨hu.1, hu.2.trans hRL⟩).1)
      (fun u hu => (hbd u ⟨hR.le.trans hu.1, hu.2⟩).2) (hLc.trans hRc.symm)
  · -- a shorter range: compare pointwise on [0, L], then extend the clipped hole to R
    refine (exchangeEnergy_antitone hy (fun u => min_le_right _ _) hL.le hLR).trans ?_
    refine intervalIntegral.integral_mono_on hL.le
      (radial_integrable (w := fun u => 2 * π * u) hL.le (hy.mono fun u hu => hu.1)
        (by fun_prop))
      (radial_integrable (w := fun u => 2 * π * u) hL.le hh (by fun_prop)) fun u hu => ?_
    have hu0 : 0 ≤ u := hu.1
    exact mul_le_mul_of_nonneg_left (hbd u hu).1 (by positivity)

/-- Between two different cutoff radii that both give charge `-1`, the clipped hole is zero. -/
theorem hole_vanishes_between_cutoffs {g : ℝ → ℝ} (hg : ContinuousOn g (Ici 0)) {R S : ℝ}
    (hR : 0 < R) (hRS : R < S) (h1 : holeCharge (clippedHole g) R = -1)
    (h2 : holeCharge (clippedHole g) S = -1) : ∀ u ∈ Icc R S, clippedHole g u = 0 := by
  intro c hc
  by_contra hne
  have hy := clippedHole_continuousOn hg
  have hneg : ∀ u, clippedHole g u ≤ 0 := fun u => min_le_right _ _
  have hin : ContinuousOn (clippedHole g) (Icc 0 R) := hy.mono fun u hu => hu.1
  have hout : ContinuousOn (clippedHole g) (Icc R S) := hy.mono fun u hu => hR.le.trans hu.1
  have hw : Continuous fun u : ℝ => 4 * π * u ^ 2 := by fun_prop
  have hs := intervalIntegral.integral_add_adjacent_intervals
    (radial_integrable hR.le hin hw) (radial_integrable hRS.le hout hw)
  -- a nonzero value would give the shell a strictly negative charge
  have hp : 0 < ∫ u in R..S, -(4 * π * u ^ 2 * clippedHole g u) := by
    refine intervalIntegral.integral_pos hRS (hw.continuousOn.mul hout).neg
      (fun u _ => neg_nonneg.2 (mul_nonpos_of_nonneg_of_nonpos (by positivity) (hneg u)))
      ⟨c, hc, ?_⟩
    have hc0 : 0 < c := hR.trans_le hc.1
    exact neg_pos.2 (mul_neg_of_pos_of_neg (by positivity) (lt_of_le_of_ne (hneg c) hne))
  rw [intervalIntegral.integral_neg] at hp
  unfold holeCharge at h1 h2
  linarith

end

end ExchangeHoleCutoff
```

```lean
#print axioms ExchangeHoleCutoff.cutoff_exists_and_energy_unique
-- 'ExchangeHoleCutoff.cutoff_exists_and_energy_unique' depends on axioms: [propext, Classical.choice, Quot.sound]
#print axioms ExchangeHoleCutoff.sharp_cutoff_minimizes_energy
-- 'ExchangeHoleCutoff.sharp_cutoff_minimizes_energy' depends on axioms: [propext, Classical.choice, Quot.sound]
#print axioms ExchangeHoleCutoff.hole_vanishes_between_cutoffs
-- 'ExchangeHoleCutoff.hole_vanishes_between_cutoffs' depends on axioms: [propext, Classical.choice, Quot.sound]
```

### What the theorems say about the hole

`clippedHole g` is $y$, `holeCharge y R` is $N_y(R)$ and `exchangeEnergy y R` is $E_y(R)$. The factor $2\pi u$ is $\tfrac12\cdot4\pi u^2\cdot\tfrac1u$: half the Coulomb interaction of the electron with its hole. The hole is a function on all of `ℝ`, but continuity is required only on `Ici 0`, which is $[0,\infty)$.

In `cutoff_exists_and_energy_unique`, the hypothesis `hlim` says that the charge tends to $-\infty$. Physically, the clipped model removes an unlimited number of electrons as the radius grows, as an approximate hole without a proper long-range decay may do. The conclusion has two parts: a positive radius with charge `-1` exists, and any two such radii give equal energies. Only the first part uses `hlim`.

`sharp_cutoff_minimizes_energy` and `hole_vanishes_between_cutoffs` state the last two results above. They assume cutoffs with charge `-1` and need no limit. A competitor `h` may jump to zero at its endpoint `L`, so the sharply cut hole is itself admissible and the minimum is attained.

The value $-1$ is the exchange sum rule, which states that the hole removes exactly one electron; it enters as a condition and is not derived from a wavefunction. Nor is `g` derived from a density. The clipping acts after the spherical average. If a construction clips first and averages afterwards, its averaged hole is already nonpositive and can be taken as `g`, provided that it is continuous.

For real-space cutoff constructions of exchange functionals, this means that the choice among several normalising radii does not affect the energy per electron, for one continuous, spherically averaged and clipped hole at one reference point.

### How the Lean proof follows the calculation

`clippedHole_continuousOn` and `radial_integrable` supply continuity and integrability. `weighted_balance` splits the integral with weight $w$ into energy and charge.

`exchangeEnergy_antitone` splits the integral at $R$ and uses the sign of the outer shell. In `compact_hole_energy_le`, `h1` is the inequality inside $R$ and `h2` the one outside. The equations `s1` and `s2` join the two ranges for energy and charge, and `linarith` combines everything once the charges are identified.

In the main theorem, `intermediate_value_Icc'` finds the cutoff. The step `key` treats $R\le S$ by applying `le_antisymm` to the two opposite inequalities, and `le_total` covers both orderings. The minimum principle uses the same case split on $R$ and $L$. For the vanishing result, a nonzero value at some point of $[R,S]$ would make the charge of that shell strictly negative, by `intervalIntegral.integral_pos`, contradicting the equal charges.

### The same argument for a screened interaction

Replace $1/u$ by a continuous, nonnegative, nonincreasing interaction $v(u)$ for which $u^2v(u)$ extends continuously to $u=0$, such as $\operatorname{erfc}(\omega u)/u$ with $\omega>0$. The weight $2\pi u^2\,(v(u)-v(R))$ is again nonnegative up to $R$ and nonpositive beyond, so the derivation by hand carries over, including the minimum principle; the file itself treats only the Coulomb case.
